# In a classical two-parabola capture model, an off-midgap level with relaxation energy equal to half the gap can beat a midgap level at every temperature

A defect in a semiconductor removes an electron–hole pair by capturing first one carrier and then the other. Defects are often screened by how close their level lies to the middle of the gap. A midgap level splits the energy to be released into two equal parts. Capture also depends on how strongly the lattice relaxes when the defect changes charge. If two defects differ in both respects, can the one away from midgap be the faster recombination centre, whatever the temperature?

All energies below are real numbers in a common unit.

```lean
import Mathlib

open Real

namespace MidgapRecombination

noncomputable section
```

## Barrier and rate

Let a capture release the transition energy $E$, and describe the lattice by one coordinate $Q$ with equal force constants $K$ before and after capture. The two energy curves are $\tfrac12KQ^2$ and $\tfrac12K(Q-Q_0)^2-E$, and the relaxation energy is $l=\tfrac12KQ_0^2$. They cross where $KQQ_0=l-E$, at a height above the initial minimum of

$$b(E,l)=\tfrac12KQ^2=\frac{(l-E)^2}{2KQ_0^2}=\frac{(E-l)^2}{4l}.$$

The file takes this formula as its definition of the barrier; the parabolas are the physics it stands for.

```lean
/-- Capture barrier (E - l)² / (4 l) for a transition energy `E` and a relaxation
energy `l`. -/
def captureBarrier (E l : ℝ) : ℝ := (E - l) ^ 2 / (4 * l)
```

In a gap $G$, a level at height $E$ above the valence band releases $E$ on capturing a hole and $G-E$ on capturing an electron. Give each capture the rate $e^{-b/kT}$ in units of a common prefactor. The captures act in series, so their inverse rates add:

$$R(G,l,kT,E)=\frac{1}{e^{b(E,l)/kT}+e^{b(G-E,l)/kT}}.$$

In Lean, `kT` is a single real variable, the thermal energy. The definition assumes classical activation without tunnelling, one relaxation energy for both captures, equal prefactors and carrier densities, and no thermal re-emission.

```lean
/-- Recombination rate, in units of a common prefactor, of a level `E` in a gap `G` with
relaxation energy `l`: the two captures, with transition energies `E` and `G - E`,
act in series. -/
def recombinationRate (G l kT E : ℝ) : ℝ :=
  1 / (exp (captureBarrier E l / kT) + exp (captureBarrier (G - E) l / kT))
```

For $l>0$ the barrier is a square over a positive number, so it is positive unless $E=l$.

```lean
/-- For a positive relaxation energy, the capture barrier is positive unless the transition energy
equals the relaxation energy. -/
theorem captureBarrier_pos {E l : ℝ} (hl : 0 < l) (h : E ≠ l) :
    0 < captureBarrier E l := by
  have h' : E - l ≠ 0 := sub_ne_zero.mpr h
  unfold captureBarrier
  positivity
```

## Two cases with a single exponential

At midgap, $E=G-E=G/2$. The two barriers are equal for any $l$, and

$$R(G,l,kT,G/2)=\frac{1}{2e^{b(G/2,l)/kT}}.$$

```lean
/-- The rate of a midgap level is governed by a single exponential, that of the capture barrier at
transition energy `G/2`. -/
theorem rate_midgap (G l kT : ℝ) :
    recombinationRate G l kT (G / 2) = 1 / (2 * exp (captureBarrier (G / 2) l / kT)) := by
  unfold recombinationRate
  rw [show G - G / 2 = G / 2 by ring, ← two_mul]
```

The barriers also coincide when $l=G/2$, now for any level, because $G-E-G/2=-(E-G/2)$ has the same square as $E-G/2$. With $4l=2G$,

$$R(G,G/2,kT,E)=\frac{1}{2e^{(E-G/2)^2/(2G\,kT)}}.$$

```lean
/-- When the relaxation energy is half the gap, the rate of any level `E` is governed by a single
exponential, with barrier (E - G/2)² / (2 G). -/
theorem rate_half_gap_relaxation (G kT E : ℝ) :
    recombinationRate G (G / 2) kT E = 1 / (2 * exp ((E - G / 2) ^ 2 / (2 * G) / kT)) := by
  unfold recombinationRate captureBarrier
  rw [show (G - E - G / 2) ^ 2 = (E - G / 2) ^ 2 by ring,
    show 4 * (G / 2) = 2 * G by ring, ← two_mul]
```

## Temperature drops out of the comparison

Both rates now have the form $1/(2e^{x/kT})$, so for $kT>0$ the larger rate is the one with the smaller barrier $x$. The level $E$ with relaxation energy $G/2$ therefore beats the midgap level with relaxation energy $l$ exactly when

$$\frac{(E-G/2)^2}{2G}<\frac{(G/2-l)^2}{4l}
\quad\Longleftrightarrow\quad
2l\,(E-G/2)^2<G\,(G/2-l)^2,$$

where the second form follows on multiplying by $4Gl>0$. In the proof, `key` is the comparison of exponentials, and `div_lt_div_iff₀` clears the denominators.

```lean
/-- For positive `G`, `l` and `kT`, a level `E` with relaxation energy `G/2` recombines faster than
the midgap level with relaxation energy `l` exactly when 2 l (E - G/2)² < G (G/2 - l)². -/
theorem beats_midgap_iff {G l kT : ℝ} (hG : 0 < G) (hl : 0 < l) (hT : 0 < kT) (E : ℝ) :
    recombinationRate G l kT (G / 2) < recombinationRate G (G / 2) kT E ↔
      2 * l * (E - G / 2) ^ 2 < G * (G / 2 - l) ^ 2 := by
  -- the larger rate has the smaller barrier
  have key : ∀ x y : ℝ, 1 / (2 * exp (x / kT)) < 1 / (2 * exp (y / kT)) ↔ y < x := by
    intro x y
    have hx : 0 < 2 * exp (x / kT) := by positivity
    have hy : 0 < 2 * exp (y / kT) := by positivity
    have hxy : y / kT < x / kT ↔ y < x := div_lt_div_iff_of_pos_right hT
    rw [one_div_lt_one_div hx hy, ← hxy]
    constructor
    · intro h
      exact Real.exp_lt_exp.mp (by linarith)
    · intro h
      have h' := Real.exp_lt_exp.mpr h
      linarith
  rw [rate_midgap, rate_half_gap_relaxation, key]
  unfold captureBarrier
  rw [div_lt_div_iff₀ (by positivity) (by positivity)]
  constructor <;> intro h <;> nlinarith [h]
```

## An off-midgap winner

Fix $l_0>0$ with $l_0\neq G/2$. The right-hand side of the criterion is then positive, while the left-hand side vanishes as $E$ approaches $G/2$, so a small displacement suffices. For an explicit one, set

$$w=\frac{(G/2-l_0)^2}{2l_0},\qquad d=\min(G/4,\,w),\qquad E=G/2+d.$$

Then $0<d\le G/4$ puts $E$ inside the gap and away from midgap. Since $d^2\le (G/4)\,w$,

$$2l_0d^2\le \frac G4\,(2l_0w)=\frac G4\,(G/2-l_0)^2<G\,(G/2-l_0)^2.$$

The theorem reads: for $G>0$, $l_0>0$ and $l_0\ne G/2$, there is an $E$ with $0<E<G$ and $E\neq G/2$ such that for every $kT>0$ the level $E$ with relaxation energy $G/2$ has a strictly higher rate than the midgap level with relaxation energy $l_0$. In Lean, `∃ E` stands before `∀ kT`, so one level serves all temperatures. The closing `calc` block is the chain of inequalities above.

```lean
/-- For every positive relaxation energy `l₀ ≠ G/2` there is a level in the gap, off midgap, which
with relaxation energy `G/2` recombines faster than the midgap level with relaxation energy `l₀`, at
every temperature. -/
theorem exists_level_beating_midgap {G l₀ : ℝ} (hG : 0 < G) (hl : 0 < l₀)
    (hne : l₀ ≠ G / 2) :
    ∃ E : ℝ, 0 < E ∧ E < G ∧ E ≠ G / 2 ∧ ∀ kT : ℝ, 0 < kT →
      recombinationRate G l₀ kT (G / 2) < recombinationRate G (G / 2) kT E := by
  have hm0 : G / 2 - l₀ ≠ 0 := sub_ne_zero.mpr hne.symm
  have hm : 0 < (G / 2 - l₀) ^ 2 := by positivity
  obtain ⟨w, hw0, hw⟩ : ∃ w : ℝ, 0 < w ∧ 2 * l₀ * w = (G / 2 - l₀) ^ 2 :=
    ⟨(G / 2 - l₀) ^ 2 / (2 * l₀), div_pos hm (by positivity), by field_simp⟩
  -- a displacement from midgap that is small on both relevant scales
  obtain ⟨d, hd0, hd1, hd2⟩ : ∃ d : ℝ, 0 < d ∧ d ≤ G / 4 ∧ d ≤ w :=
    ⟨min (G / 4) w, lt_min (by positivity) hw0, min_le_left _ _, min_le_right _ _⟩
  have hmid : G / 2 < G / 2 + d := by linarith
  refine ⟨G / 2 + d, by linarith, by linarith, hmid.ne', ?_⟩
  intro kT hT
  rw [beats_midgap_iff hG hl hT]
  have h1 : d * d ≤ G / 4 * w := mul_le_mul hd1 hd2 hd0.le (by positivity)
  have h2l : 0 ≤ 2 * l₀ := by positivity
  calc 2 * l₀ * (G / 2 + d - G / 2) ^ 2 = 2 * l₀ * (d * d) := by ring
    _ ≤ 2 * l₀ * (G / 4 * w) := mul_le_mul_of_nonneg_left h1 h2l
    _ = G / 4 * (2 * l₀ * w) := by ring
    _ = G / 4 * (G / 2 - l₀) ^ 2 := by rw [hw]
    _ < G * (G / 2 - l₀) ^ 2 := by nlinarith [mul_pos hG hm]
```

For defect screening this means that, within this classical one-mode model with equal prefactors, distance from midgap alone does not rank defects whose relaxation energies differ.

## When every level in the gap wins

Inside the gap, $(E-G/2)^2=G^2/4-E(G-E)<G^2/4$. If the midgap defect is so badly matched that $G\,l_0\le 2(G/2-l_0)^2$, then

$$2l_0(E-G/2)^2<\frac{G}{2}\,G\,l_0\le G\,(G/2-l_0)^2,$$

and the criterion holds for every $E$ in $(0,G)$, however close to a band edge. This is a statement about the model: it leaves out thermal re-emission, which matters for real levels near a band edge. Lean receives the positive product $l_0E(G-E)$ and the hypothesis multiplied by $G$, and `nlinarith` combines them.

```lean
/-- If l₀ > 0 and G l₀ ≤ 2 (G/2 - l₀)², then every level in the gap with relaxation energy `G/2`
recombines faster than the midgap level with relaxation energy `l₀`. -/
theorem every_level_beats_midgap {G l₀ kT E : ℝ} (hl : 0 < l₀) (hT : 0 < kT)
    (hE0 : 0 < E) (hEG : E < G) (hmis : G * l₀ ≤ 2 * (G / 2 - l₀) ^ 2) :
    recombinationRate G l₀ kT (G / 2) < recombinationRate G (G / 2) kT E := by
  have hG : 0 < G := hE0.trans hEG
  rw [beats_midgap_iff hG hl hT]
  have h1 : 0 < l₀ * (E * (G - E)) := mul_pos hl (mul_pos hE0 (sub_pos.mpr hEG))
  have h2 := mul_le_mul_of_nonneg_left hmis hG.le
  nlinarith [h1, h2]
```

## Midgap is best at equal relaxation energy

The advantage comes from the difference in relaxation energy. With the same $l>0$ for both levels, expanding the squares gives

$$b(E,l)+b(G-E,l)=2b(G/2,l)+\frac{(E-G/2)^2}{2l}.$$

Write $p=b(E,l)/kT$, $q=b(G-E,l)/kT$ and $r=b(G/2,l)/kT$. For $E\ne G/2$ this says $p+q>2r$. The exponential lies above its tangent at $r$, so $e^p\ge e^r(1+p-r)$, and likewise for $q$. Adding the two bounds,

$$e^p+e^q\ge e^r(2+p+q-2r)>2e^r,$$

and the midgap rate is strictly larger. In the proof, `hsum` is the barrier identity and `tangent` the bound on the exponential.

```lean
/-- At equal positive relaxation energy the midgap level recombines strictly faster than any other
level. -/
theorem midgap_optimal_at_fixed_relaxation {G l kT E : ℝ} (hl : 0 < l) (hT : 0 < kT)
    (hE : E ≠ G / 2) :
    recombinationRate G l kT E < recombinationRate G l kT (G / 2) := by
  -- leaving midgap raises the sum of the two barriers
  have hsum : captureBarrier E l + captureBarrier (G - E) l
      = 2 * captureBarrier (G / 2) l + (E - G / 2) ^ 2 / (2 * l) := by
    unfold captureBarrier
    ring
  have hd : E - G / 2 ≠ 0 := sub_ne_zero.mpr hE
  have hpos : 0 < (E - G / 2) ^ 2 / (2 * l) / kT := by positivity
  have hlt : 2 * (captureBarrier (G / 2) l / kT)
      < captureBarrier E l / kT + captureBarrier (G - E) l / kT := by
    rw [← add_div, hsum, add_div, mul_div_assoc]
    linarith
  -- the exponential lies above its tangent at the midgap barrier
  have tangent : ∀ p r : ℝ, exp r * (p - r + 1) ≤ exp p := by
    intro p r
    have hp : exp p = exp r * exp (p - r) := by
      rw [← Real.exp_add]
      congr 1
      ring
    rw [hp]
    exact mul_le_mul_of_nonneg_left (Real.add_one_le_exp (p - r)) (exp_pos r).le
  rw [rate_midgap]
  unfold recombinationRate
  apply one_div_lt_one_div_of_lt (by positivity)
  nlinarith [tangent (captureBarrier E l / kT) (captureBarrier (G / 2) l / kT),
    tangent (captureBarrier (G - E) l / kT) (captureBarrier (G / 2) l / kT),
    mul_pos (exp_pos (captureBarrier (G / 2) l / kT)) (sub_pos.mpr hlt)]
```

## The fastest defect

Barriers are never negative, so each exponential is at least $1$ and $R\le\tfrac12$. Equality requires $e^p+e^q=2$. Since $e^x\ge 1+x$, this forces $p=q=0$, so both barriers vanish: $E=l$ and $G-E=l$, which means $E=l=G/2$. Conversely, at that point both exponentials equal $1$. This is why the main theorem excludes $l_0=G/2$: a midgap level with that relaxation energy already has the maximal rate.

```lean
/-- For a positive relaxation energy, the rate never exceeds one half of the prefactor, and it
reaches this value exactly when the level is at midgap and the relaxation energy is half the gap. -/
theorem rate_le_half {G l kT E : ℝ} (hl : 0 < l) (hT : 0 < kT) :
    recombinationRate G l kT E ≤ 1 / 2 ∧
      (recombinationRate G l kT E = 1 / 2 ↔ E = G / 2 ∧ l = G / 2) := by
  have hb : ∀ x : ℝ, 0 ≤ captureBarrier x l / kT := by
    intro x
    unfold captureBarrier
    positivity
  have e1 := Real.add_one_le_exp (captureBarrier E l / kT)
  have e2 := Real.add_one_le_exp (captureBarrier (G - E) l / kT)
  have b1 := hb E
  have b2 := hb (G - E)
  refine ⟨?_, ?_, ?_⟩
  · unfold recombinationRate
    exact one_div_le_one_div_of_le (by norm_num) (by linarith)
  · intro h
    unfold recombinationRate at h
    rw [one_div, one_div, inv_inj] at h
    -- both barriers must vanish
    have h1 : E = l := by
      by_contra hne
      have := div_pos (captureBarrier_pos hl hne) hT
      linarith
    have h2 : G - E = l := by
      by_contra hne
      have := div_pos (captureBarrier_pos hl hne) hT
      linarith
    constructor <;> linarith
  · rintro ⟨hE, hl'⟩
    rw [hE, rate_midgap, hl']
    simp [captureBarrier]

end

end MidgapRecombination
```

```lean
#print axioms MidgapRecombination.exists_level_beating_midgap
-- 'MidgapRecombination.exists_level_beating_midgap' depends on axioms: [propext, Classical.choice, Quot.sound]
#print axioms MidgapRecombination.every_level_beats_midgap
-- 'MidgapRecombination.every_level_beats_midgap' depends on axioms: [propext, Classical.choice, Quot.sound]
#print axioms MidgapRecombination.midgap_optimal_at_fixed_relaxation
-- 'MidgapRecombination.midgap_optimal_at_fixed_relaxation' depends on axioms: [propext, Classical.choice, Quot.sound]
#print axioms MidgapRecombination.rate_le_half
-- 'MidgapRecombination.rate_le_half' depends on axioms: [propext, Classical.choice, Quot.sound]
```
